# Smoother window edges give faster plane-wave decay: the transforms of $(1-x^2)^n$

Let $w_n(x)=(1-x^2)^n$ on $[-1,1]$ be a one-dimensional window that marks the inside of a region, with $n=0,1,2,\dots$, and let
$$I_n(G)=\int_{-1}^{1}(1-x^2)^n\cos(Gx)\,dx$$
be its plane-wave coefficient at wave number $G$. When a calculation expands such a window in plane waves, the decay of $I_n(G)$ at large $G$ decides how many of them matter. The window $n=0$ is a sharp step; a larger $n$ makes more derivatives vanish at the edges.

Lengths are in units of the half-width, so $G$ is a dimensionless real number. The window has height one, not unit area, and the transform carries no prefactor. Since $w_n$ is even, the cosine gives the full Fourier integral.

```lean
import Mathlib

open Real

namespace SmoothEdgeWindow

noncomputable section
```

In Lean, $w_n$ is `edgeWindow n`, a polynomial on the whole real line. The cut at $\pm1$ comes from the integration limits in `windowFT n G`, which is $I_n(G)$.

```lean
/-- The window profile `(1 - x²)^n`, used on `[-1, 1]`; `n = 0` is the sharp step. -/
def edgeWindow (n : ℕ) (x : ℝ) : ℝ := (1 - x ^ 2) ^ n

/-- The plane-wave (cosine) transform of the window over `[-1, 1]` at wave number `G`. -/
def windowFT (n : ℕ) (G : ℝ) : ℝ := ∫ x in (-1 : ℝ)..1, edgeWindow n x * cos (G * x)
```

## (a) From an antiderivative to edge values

Suppose that $F'(x)=\big(a\,w_i+b\,w_j+c\,w_k\big)\cos(Gx)$ for all real $x$, with real constants $a,b,c$. Show that
$$a I_i(G)+b I_j(G)+c I_k(G)=F(1)-F(-1).$$

Integrate $F'$ over $[-1,1]$. The fundamental theorem of calculus gives the right side, and linearity of the integral gives the left.

In the proof, `integral_eq_sub_of_hasDerivAt` is the fundamental theorem, the rewrites split the integral, and `fun_prop` supplies the continuity that makes each part integrable.

```lean
/-- If a combination of three windows times `cos (G x)` is the derivative of `F`, the same
combination of their transforms is the difference of the edge values of `F`. -/
theorem transform_eq_edge_terms (G a b c : ℝ) (i j k : ℕ) (F : ℝ → ℝ)
    (h : ∀ x, HasDerivAt F (a * (edgeWindow i x * cos (G * x)) +
      b * (edgeWindow j x * cos (G * x)) + c * (edgeWindow k x * cos (G * x))) x) :
    a * windowFT i G + b * windowFT j G + c * windowFT k G = F 1 - F (-1) := by
  simp only [edgeWindow] at h
  have hint := intervalIntegral.integral_eq_sub_of_hasDerivAt (a := -1) (b := 1)
    (fun x _ => h x) (Continuous.intervalIntegrable (by fun_prop) _ _)
  rw [intervalIntegral.integral_add, intervalIntegral.integral_add,
    intervalIntegral.integral_const_mul, intervalIntegral.integral_const_mul,
    intervalIntegral.integral_const_mul] at hint
  · simpa only [windowFT, edgeWindow] using hint
  all_goals exact Continuous.intervalIntegrable (by fun_prop) _ _
```

## (b) The slope of a window

Show that
$$\frac{d}{dx}(1-x^2)^{k+1}=-2(k+1)\,x\,(1-x^2)^k .$$

The inner function $1-x^2$ has slope $-2x$, and the chain rule gives $(k+1)(1-x^2)^k\cdot(-2x)$. `HasDerivAt f d x` says that $f$ has derivative $d$ at $x$.

```lean
/-- The slope of the window `(1 - x²)^(k+1)` is `-2 (k+1) x (1 - x²)^k`. -/
theorem hasDerivAt_window (k : ℕ) (x : ℝ) :
    HasDerivAt (fun y : ℝ => (1 - y ^ 2) ^ (k + 1))
      (-(2 * ((k : ℝ) + 1) * x * (1 - x ^ 2) ^ k)) x := by
  have h2 : HasDerivAt (fun y : ℝ => 1 - y ^ 2) (-(2 * x)) x := by
    simpa using (hasDerivAt_pow 2 x).const_sub 1
  refine (h2.fun_pow (k + 1)).congr_deriv ?_
  simp only [Nat.add_sub_cancel, Nat.cast_add, Nat.cast_one]
  ring
```

## (c) The sharp step and the parabola

Show that, for every real $G$,
$$G I_0=2\sin G,\qquad G^2I_1=2I_0-4\cos G .$$

For the first, take $F=\sin(Gx)$. Then $F'=G\cos(Gx)$ and $F(1)-F(-1)=2\sin G$.

For the second, take $F=G(1-x^2)\sin(Gx)-2x\cos(Gx)$. The two terms $\mp2Gx\sin(Gx)$ in its derivative cancel, which leaves
$$F'=G^2(1-x^2)\cos(Gx)-2\cos(Gx).$$
At the edges only the cosine term survives, so $F(1)-F(-1)=-4\cos G$. Part (a) gives $G^2I_1-2I_0=-4\cos G$.

Lean receives the same two functions $F$. `congr_deriv` with `ring` confirms their derivatives, and `linear_combination` rearranges the result.

```lean
/-- The transforms of the sharp step and of the parabolic window obey
`G I₀ = 2 sin G` and `G² I₁ = 2 I₀ - 4 cos G`. -/
theorem windowFT_base (G : ℝ) : G * windowFT 0 G = 2 * sin G ∧
    G ^ 2 * windowFT 1 G = 2 * windowFT 0 G - 4 * cos G := by
  have hl : ∀ x : ℝ, HasDerivAt (fun y : ℝ => G * y) G x := fun x => by
    simpa using (hasDerivAt_id' x).const_mul G
  constructor
  · have h := (transform_eq_edge_terms G G 0 0 0 0 0 (fun y => sin (G * y))
      (fun x => (hl x).sin.congr_deriv (by simp only [edgeWindow]; ring))).trans
      (show _ = 2 * sin G by simp only [mul_one, mul_neg, Real.sin_neg]; ring)
    linear_combination h
  · have h := (transform_eq_edge_terms G (G ^ 2) (-2) 0 1 0 0
      (fun y => G * (1 - y ^ 2) ^ (0 + 1) * sin (G * y) - 2 * y * cos (G * y))
      (fun x => ((((hasDerivAt_window 0 x).const_mul G).fun_mul (hl x).sin).fun_sub
        (((hasDerivAt_id' x).const_mul 2).fun_mul (hl x).cos)).congr_deriv
        (by simp only [edgeWindow]; push_cast; ring))).trans
      (show _ = -(4 * cos G) by simp; ring)
    linear_combination h
```

## (d) Three successive windows

Show that
$$G^2I_{n+2}=2(n+2)(2n+3)\,I_{n+1}-4(n+2)(n+1)\,I_n .$$

Write $f=w_{n+2}$ and take $F=Gf\sin(Gx)+f'\cos(Gx)$. The terms with $f'\sin(Gx)$ cancel, so $F'=(G^2f+f'')\cos(Gx)$. By (b), $f'=-2(n+2)x\,w_{n+1}$, and a second derivative gives
$$f''=-2(n+2)w_{n+1}+4(n+2)(n+1)x^2w_n .$$
With $x^2w_n=w_n-w_{n+1}$ this becomes
$$f''=-2(n+2)(2n+3)w_{n+1}+4(n+2)(n+1)w_n .$$
Both $f$ and $f'$ vanish at $x=\pm1$, so $F(1)-F(-1)=0$, and (a) gives the recurrence. The Lean proof has the same structure, with `simp` evaluating the edge terms to zero.

```lean
/-- Two integrations by parts link the transforms of three successive windows. -/
theorem windowFT_recurrence (n : ℕ) (G : ℝ) :
    G ^ 2 * windowFT (n + 2) G = 2 * ((n : ℝ) + 2) * (2 * n + 3) * windowFT (n + 1) G
      - 4 * ((n : ℝ) + 2) * (n + 1) * windowFT n G := by
  have hl : ∀ x : ℝ, HasDerivAt (fun y : ℝ => G * y) G x := fun x => by
    simpa using (hasDerivAt_id' x).const_mul G
  -- both edge terms vanish, since the window and its slope are zero at the edges
  have h := (transform_eq_edge_terms G (G ^ 2) (-(2 * ((n : ℝ) + 2) * (2 * n + 3)))
    (4 * ((n : ℝ) + 2) * (n + 1)) (n + 2) (n + 1) n
    (fun y => G * (1 - y ^ 2) ^ (n + 1 + 1) * sin (G * y)
      - 2 * ((n : ℝ) + 2) * y * (1 - y ^ 2) ^ (n + 1) * cos (G * y))
    (fun x => ((((hasDerivAt_window (n + 1) x).const_mul G).fun_mul (hl x).sin).fun_sub
      ((((hasDerivAt_id' x).const_mul (2 * ((n : ℝ) + 2))).fun_mul
        (hasDerivAt_window n x)).fun_mul (hl x).cos)).congr_deriv
      (by simp only [edgeWindow]; push_cast; ring))).trans
    (show _ = (0 : ℝ) by simp)
  linear_combination h
```

## (e) Bounding a nearly pure oscillation

Let $K\ge0$, $G\ge1$ and $|X-K\cos\theta|\le C/G$. Show that
$$|X|\le|C|+K .$$

Since $G\ge1$, $C/G\le|C|$. Also $|K\cos\theta|\le K$. The triangle inequality adds the two bounds; these are `h1` and `h2` in the proof.

```lean
/-- A quantity within `C / G` of an oscillation of amplitude `K ≥ 0` is at most `|C| + K`
in size when `G ≥ 1`. -/
theorem abs_le_of_near_oscillation {X K θ C G : ℝ} (hK : 0 ≤ K) (hG : 1 ≤ G)
    (h : |X - K * cos θ| ≤ C / G) : |X| ≤ |C| + K := by
  have h1 : C / G ≤ |C| := (div_le_iff₀ (by linarith)).2 (by
    nlinarith [le_abs_self C, mul_nonneg (abs_nonneg C) (sub_nonneg.2 hG)])
  have h2 : |K * cos θ| ≤ K := by
    rw [abs_mul, abs_of_nonneg hK]
    exact mul_le_of_le_one_right hK (abs_cos_le_one θ)
  have h3 := abs_le.1 h
  have h4 := abs_le.1 h2
  exact abs_le.2 ⟨by linarith, by linarith⟩
```

## (f) The leading oscillation at large $G$

Show that for each $n$ there is a constant $C$ such that, for all $G\ge1$,
$$\left|G^{n+1}I_n(G)-2^{n+1}n!\,\cos\!\Big(G-\frac{(n+1)\pi}{2}\Big)\right|\le\frac{C}{G}.$$

For $n=0$, $GI_0=2\sin G=2\cos(G-\pi/2)$, so $C=0$ works. For $n=1$, part (c) gives $G^2I_1=-4\cos G+4\sin G/G$. The first term is $4\cos(G-\pi)$ and the second is at most $4/G$ in size.

Now assume the claim for $n$ and $n+1$, with constants $C_0$ and $C_1$. Put $\alpha=2(n+2)(2n+3)$ and $\beta=4(n+2)(n+1)$, and multiply (d) by $G^{n+1}$:
$$G^{n+3}I_{n+2}=\frac{\alpha}{G}\,\big(G^{n+2}I_{n+1}\big)-\beta\,\big(G^{n+1}I_n\big).$$
By (e), the first bracket is at most $M=|C_1|+2^{n+2}(n+1)!$ in size, so the first term is at most $\alpha M/G$. The second term is
$$-\beta\,2^{n+1}n!\,\cos\!\Big(G-\frac{(n+1)\pi}{2}\Big)=2^{n+3}(n+2)!\,\cos\!\Big(G-\frac{(n+3)\pi}{2}\Big),$$
up to an error of at most $\beta C_0/G$. The claim for $n+2$ follows with the constant $\alpha M+\beta C_0$.

The Lean proof has the same three cases, `0`, `1` and `n + 2`. There `key` combines the two error bounds, `hcos` shifts the phase by $\pi$, `hfac` expands the factorial, and the last line multiplies the recurrence by $G^{n+1}$.

```lean
/-- For `G ≥ 1`, `G^(n+1)` times the transform is `2^(n+1) n! cos (G - (n+1)π/2)` up to an
error of order `1/G`. -/
theorem windowFT_asymptotics : ∀ n : ℕ, ∃ C : ℝ, ∀ G : ℝ, 1 ≤ G →
    |G ^ (n + 1) * windowFT n G
      - 2 ^ (n + 1) * (n.factorial : ℝ) * cos (G - ((n : ℝ) + 1) * π / 2)| ≤ C / G
  | 0 => by
    refine ⟨0, fun G _ => ?_⟩
    have e : cos (G - (((0 : ℕ) : ℝ) + 1) * π / 2) = sin G := by
      rw [← Real.cos_sub_pi_div_two]; congr 1; push_cast; ring
    have h : G ^ (0 + 1) * windowFT 0 G
        - 2 ^ (0 + 1) * ((Nat.factorial 0 : ℕ) : ℝ) * sin G = 0 := by
      simp only [Nat.factorial, Nat.cast_one]
      linear_combination (windowFT_base G).1
    rw [e, h]; simp
  | 1 => by
    refine ⟨4, fun G hG => ?_⟩
    have hG0 : 0 < G := by linarith
    have e : cos (G - (((1 : ℕ) : ℝ) + 1) * π / 2) = -cos G := by
      rw [← Real.cos_sub_pi]; congr 1; push_cast; ring
    have h0 : 2 * windowFT 0 G = 4 * sin G / G := by
      rw [eq_div_iff hG0.ne']; linear_combination 2 * (windowFT_base G).1
    have h : G ^ (1 + 1) * windowFT 1 G
        - 2 ^ (1 + 1) * ((Nat.factorial 1 : ℕ) : ℝ) * -cos G = 4 * sin G / G := by
      rw [Nat.factorial_one, Nat.cast_one]
      linear_combination (windowFT_base G).2 + h0
    rw [e, h, abs_div, abs_of_pos hG0]
    have hs : |4 * sin G| ≤ 4 :=
      abs_le.2 ⟨by linarith [neg_one_le_sin G], by linarith [sin_le_one G]⟩
    gcongr
  | n + 2 => by
    obtain ⟨C₀, h₀⟩ := windowFT_asymptotics n
    obtain ⟨C₁, h₁⟩ := windowFT_asymptotics (n + 1)
    refine ⟨2 * ((n : ℝ) + 2) * (2 * n + 3) *
      (|C₁| + 2 ^ (n + 1 + 1) * ((n + 1).factorial : ℝ))
      + 4 * ((n : ℝ) + 2) * (n + 1) * C₀, fun G hG => ?_⟩
    have hG0 : 0 < G := by linarith
    have key : ∀ a b X Y M D : ℝ, 0 ≤ a → 0 ≤ b → |X| ≤ M → |Y| ≤ D / G →
        |a * X / G - b * Y| ≤ (a * M + b * D) / G := by
      intro a b X Y M D ha hb hX hY
      have h1 : |a * X / G| ≤ a * M / G := by
        rw [abs_div, abs_of_pos hG0, abs_mul, abs_of_nonneg ha]; gcongr
      have h2 : |b * Y| ≤ b * (D / G) := by
        rw [abs_mul, abs_of_nonneg hb]; exact mul_le_mul_of_nonneg_left hY hb
      have h3 : (a * M + b * D) / G = a * M / G + b * (D / G) := by ring
      have h4 := abs_le.1 h1
      have h5 := abs_le.1 h2
      rw [h3]
      exact abs_le.2 ⟨by linarith, by linarith⟩
    have hcos : cos (G - (((n + 2 : ℕ) : ℝ) + 1) * π / 2)
        = -cos (G - ((n : ℝ) + 1) * π / 2) := by
      rw [← Real.cos_sub_pi]; congr 1; push_cast; ring
    have hfac : ((n + 2).factorial : ℝ) = ((n : ℝ) + 2) * (n + 1) * (n.factorial : ℝ) := by
      simp only [Nat.factorial]; push_cast; ring
    -- the window n carries the leading oscillation, the window n+1 is smaller by 1/G
    have hx : 2 * ((n : ℝ) + 2) * (2 * n + 3) * (G ^ (n + 1 + 1) * windowFT (n + 1) G) / G
        = 2 * ((n : ℝ) + 2) * (2 * n + 3) * (G ^ (n + 1) * windowFT (n + 1) G) := by
      rw [div_eq_iff hG0.ne']; ring
    have hk := key (2 * ((n : ℝ) + 2) * (2 * n + 3)) (4 * ((n : ℝ) + 2) * (n + 1)) _ _ _ _
      (by positivity) (by positivity)
      (abs_le_of_near_oscillation (by positivity) hG (h₁ G hG)) (h₀ G hG)
    rw [hx] at hk
    rw [hcos, hfac]
    refine le_of_eq_of_le (congrArg abs ?_) hk
    linear_combination G ^ (n + 1) * windowFT_recurrence n G
```

**Values at $G=10$.** With $\sin10\approx-0.5440$ and $\cos10\approx-0.8391$, parts (c) and (d) give
$$I_0\approx-0.1088,\qquad I_1\approx\frac{-0.2176+3.3563}{100}\approx0.0314,$$
$$I_2=\frac{12I_1-8I_0}{100}\approx0.0125 .$$
Here $G^3I_2\approx12.5$, while the leading term is $-16\sin10\approx8.7$. The difference is $12I_1G\approx3.8$, so the $1/G$ correction is still visible at this wave number.

## (g) The decay bound

Show that for each $n$ there is a constant $C$ such that, for all $G\ge1$,
$$\left|\int_{-1}^{1}(1-x^2)^n\cos(Gx)\,dx\right|\le\frac{C}{G^{n+1}} .$$

Apply (e) to (f) with $X=G^{n+1}I_n$ and $K=2^{n+1}n!$, then divide by $G^{n+1}$. The order `∃ C, ∀ G` makes the constant independent of $G$, though it may depend on $n$. The gain from a smoother edge is therefore a higher power of $1/G$, not necessarily a smaller coefficient at every fixed $G$.

```lean
/-- For each `n` there is a constant `C` such that the transform of `(1 - x²)^n` over `[-1, 1]` is
at most `C / G^(n+1)` in size for all `G ≥ 1`. -/
theorem windowFT_decay (n : ℕ) : ∃ C : ℝ, ∀ G : ℝ, 1 ≤ G →
    |∫ x in (-1 : ℝ)..1, (1 - x ^ 2) ^ n * cos (G * x)| ≤ C / G ^ (n + 1) := by
  obtain ⟨C, hC⟩ := windowFT_asymptotics n
  refine ⟨|C| + 2 ^ (n + 1) * (n.factorial : ℝ), fun G hG => ?_⟩
  have hp : 0 < G ^ (n + 1) := pow_pos (by linarith) _
  have h := abs_le_of_near_oscillation (by positivity) hG (hC G hG)
  rw [abs_mul, abs_of_pos hp, mul_comm] at h
  exact (le_div_iff₀ hp).2 h
```

## (h) The power is optimal

Show that for every $n$ and every real $G_0$ there is a $G\ge G_0$ with $G\ge1$ and
$$|I_n(G)|\ge\frac{2^n\,n!}{G^{n+1}} .$$

Let $C$ be the constant from (f), and choose $G=(n+1)\pi/2+2\pi k$ with an integer $k\ge|G_0|+|C|+1$. The leading cosine is then one. Since $G\ge k$, the error $C/G$ is at most one, and
$$G^{n+1}I_n\ge2^{n+1}n!-1\ge2^n n!,$$
because $2^n n!\ge1$. In Lean these facts are `hcos`, `hC1` and `hA`.

```lean
/-- The power `n + 1` is optimal: at arbitrarily large `G` the transform is at least
`2^n n! / G^(n+1)` in size. -/
theorem windowFT_decay_sharp (n : ℕ) (G₀ : ℝ) : ∃ G : ℝ, G₀ ≤ G ∧ 1 ≤ G ∧
    2 ^ n * (n.factorial : ℝ) / G ^ (n + 1) ≤ |windowFT n G| := by
  obtain ⟨C, hC⟩ := windowFT_asymptotics n
  obtain ⟨k, hk⟩ := exists_nat_ge (|G₀| + |C| + 1)
  -- wave numbers at which the leading cosine equals one
  obtain ⟨G, hGdef⟩ : ∃ G : ℝ, G = ((n : ℝ) + 1) * π / 2 + k * (2 * π) := ⟨_, rfl⟩
  have hp : 0 ≤ ((n : ℝ) + 1) * π / 2 := by positivity
  have hkG : (k : ℝ) ≤ k * (2 * π) :=
    le_mul_of_one_le_right (Nat.cast_nonneg k) (by linarith [Real.pi_gt_three])
  have hG1 : 1 ≤ G := by linarith [abs_nonneg G₀, abs_nonneg C]
  have hpow : 0 < G ^ (n + 1) := pow_pos (by linarith) _
  refine ⟨G, by linarith [le_abs_self G₀, abs_nonneg C], hG1, ?_⟩
  have hcos : cos (G - ((n : ℝ) + 1) * π / 2) = 1 := by
    rw [hGdef, add_sub_cancel_left]; exact Real.cos_nat_mul_two_pi k
  have h := hC G hG1
  rw [hcos, mul_one] at h
  have hC1 : C / G ≤ 1 :=
    (div_le_iff₀ (by linarith)).2 (by linarith [le_abs_self C, abs_nonneg G₀])
  have hA : (1 : ℝ) ≤ 2 ^ n * (n.factorial : ℝ) := by
    exact_mod_cast Nat.succ_le_of_lt (Nat.mul_pos (pow_pos two_pos n) n.factorial_pos)
  have h2 : (2 : ℝ) ^ (n + 1) * (n.factorial : ℝ) = 2 * (2 ^ n * (n.factorial : ℝ)) := by ring
  have h3 := (abs_le.1 h).1
  have h4 := le_abs_self (G ^ (n + 1) * windowFT n G)
  rw [abs_mul, abs_of_pos hpow] at h4
  rw [div_le_iff₀ hpow, mul_comm |windowFT n G|]
  linarith
```

## (i) A window of half-width $R$

Show that for each $n$ one constant $C$ serves all $R>0$ and all $G$ with $GR\ge1$:
$$\left|\int_{-R}^{R}w_n(x/R)\cos(Gx)\,dx\right|\le\frac{C\,R}{(GR)^{n+1}} .$$

Here $G$ is an ordinary wave number, an inverse length. Substituting $x=Ry$ turns the integral into $R\,I_n(GR)$, and (g) applies at the wave number $GR$. The substitution is `integral_comp_div` in the proof.

```lean
/-- For each `n` and every `R > 0`, the transform of the window `(1 - (x/R)²)^n` over `[-R, R]` is
at most `C R / (G R)^(n+1)` in size whenever `G R ≥ 1`, with one constant `C` for all `R`. -/
theorem scaled_window_decay (n : ℕ) : ∃ C : ℝ, ∀ R G : ℝ, 0 < R → 1 ≤ G * R →
    |∫ x in (-R)..R, edgeWindow n (x / R) * cos (G * x)| ≤ C * R / (G * R) ^ (n + 1) := by
  obtain ⟨C, hC⟩ := windowFT_decay n
  refine ⟨C, fun R G hR hGR => ?_⟩
  have hs : ∫ x in (-R)..R, edgeWindow n (x / R) * cos (G * x) = R * windowFT n (G * R) := by
    have h := intervalIntegral.integral_comp_div (a := -R) (b := R)
      (fun y => edgeWindow n y * cos (G * R * y)) hR.ne'
    have hx : ∀ x : ℝ, G * R * (x / R) = G * x := fun x => by field_simp
    simp only [hx, neg_div, div_self hR.ne', smul_eq_mul] at h
    exact h
  rw [hs, abs_mul, abs_of_pos hR]
  calc R * |windowFT n (G * R)| ≤ R * (C / (G * R) ^ (n + 1)) :=
        mul_le_mul_of_nonneg_left (hC _ hGR) hR.le
    _ = C * R / (G * R) ^ (n + 1) := by ring

end

end SmoothEdgeWindow
```

```lean
#print axioms SmoothEdgeWindow.windowFT_decay_sharp
#print axioms SmoothEdgeWindow.scaled_window_decay
```

```
'SmoothEdgeWindow.windowFT_decay_sharp' depends on axioms: [propext, Classical.choice, Quot.sound]
'SmoothEdgeWindow.scaled_window_decay' depends on axioms: [propext, Classical.choice, Quot.sound]
```

## The muffin-tin sphere in an augmented-wave calculation

Augmented-plane-wave methods use the Fourier coefficients of the step function that is one in the interstitial region and zero inside the atomic spheres. The parabolic window $n=1$ enters there once a sphere of radius $R$ is cut into discs perpendicular to $\mathbf G$. The disc at height $z$ has area $\pi(R^2-z^2)$, so for $G=|\mathbf G|>0$
$$\int_{|\mathbf r|<R}e^{-i\mathbf G\cdot\mathbf r}\,d^3r=\pi R^3I_1(GR)=4\pi R^3\,\frac{\sin GR-GR\cos GR}{(GR)^3}.$$

A sharp sphere in three dimensions thus corresponds to $n=1$, and its coefficients fall as $1/G^2$. This slicing is the step from the Lean model to the crystal, and it is done here by ordinary calculus. In a cell of volume $\Omega$, each sphere contributes $-1/\Omega$ times this integral, multiplied by the phase $e^{-i\mathbf G\cdot\boldsymbol\tau}$ of its centre $\boldsymbol\tau$.
